# The radial field of a uniform thin shell of charge c and radius ρ, in Gaussian units, integrates from b > 0 to infinity to c / max(ρ, b)

The declaration `single_shell` concerns the radial field, in Gaussian units, of one uniformly charged thin spherical shell of charge `c` and radius `ρ`, taken as zero for r < ρ and c/r² for r ≥ ρ. It states that for b > 0 and any real `c` and `ρ` this function is integrable over r > b, and that its integral there is c / max(ρ, b). The attempt splits on whether ρ ≤ b. If so, the field is c/r² on the whole range, and the earlier lemma `coulomb_tail` gives the result; if not, the field is written as c/r² cut off by the indicator of [ρ, ∞), and `coulomb_tail` is applied from ρ.

An attempt in Lean 4 with a fault in it:

```lean
import Mathlib

open MeasureTheory Set

namespace ShellSolutePCM

noncomputable section

/-- The field `c / r²` is integrable from `b > 0` to infinity, with integral `c / b`. -/
theorem coulomb_tail {b : ℝ} (hb : 0 < b) (c : ℝ) :
    IntegrableOn (fun r : ℝ => c / r ^ 2) (Ioi b) ∧ ∫ r in Ioi b, c / r ^ 2 = c / b := by
  have h : EqOn (fun r : ℝ => c * r ^ (-2 : ℝ)) (fun r => c / r ^ 2) (Ioi b) := by
    intro r hr
    have hr0 : 0 < r := hb.trans hr
    change c * r ^ (-2 : ℝ) = c / r ^ 2
    rw [Real.rpow_neg hr0.le, Real.rpow_two, div_eq_mul_inv]
  have hi : IntegrableOn (fun r : ℝ => c * r ^ (-2 : ℝ)) (Ioi b) :=
    Integrable.const_mul (integrableOn_Ioi_rpow_of_lt (by norm_num) hb) c
  refine ⟨hi.congr_fun h measurableSet_Ioi, ?_⟩
  have e : (-2 : ℝ) + 1 = -1 := by norm_num
  rw [← setIntegral_congr_fun measurableSet_Ioi h, integral_const_mul,
    integral_Ioi_rpow_of_lt (by norm_num) hb, e, Real.rpow_neg_one, neg_div_neg_eq, div_one,
    div_eq_mul_inv]

/-- The field of one shell of charge `c` and radius `ρ` is integrable from `b > 0` to infinity,
with integral `c / max ρ b`. -/
theorem single_shell {b : ℝ} (hb : 0 < b) (c ρ : ℝ) :
    IntegrableOn (fun r : ℝ => (if ρ ≤ r then c else 0) / r ^ 2) (Ioi b) ∧
      ∫ r in Ioi b, (if ρ ≤ r then c else 0) / r ^ 2 = c / max ρ b := by
  rcases le_or_gt ρ b with h | h
  · -- the shell lies within the lower limit
    have e : EqOn (fun r : ℝ => c / r ^ 2)
        (fun r => (if ρ ≤ r then c else 0) / r ^ 2) (Ioi b) := by
      intro r hr
      have h' : ρ ≤ r := h.trans (mem_Ioi.mp hr).le
      simp [h']
    rw [max_eq_right h]
    exact ⟨(coulomb_tail hb c).1.congr_fun e measurableSet_Ioi,
      (setIntegral_congr_fun measurableSet_Ioi e).symm.trans (coulomb_tail hb c).2⟩
  · -- the field starts only at the shell
    have e : (fun r : ℝ => (if ρ ≤ r then c else 0) / r ^ 2)
        = (Ici ρ).indicator (fun r => c / r ^ 2) := by
      funext r
      by_cases hr : ρ ≤ r <;> simp [Set.indicator, hr]
    have hs : Ioi b ∩ Ici ρ = Ici ρ :=
      inter_eq_right.mpr (fun r hr => lt_of_lt_of_le h hr)
    have ht := coulomb_tail (hb.trans h) c
    rw [e, max_eq_left h.le]
    refine ⟨((integrable_indicator_iff measurableSet_Ici).mpr
      (integrableOn_Ici_iff_integrableOn_Ioi.mpr ht.1)).integrableOn, ?_⟩
    rw [setIntegral_indicator measurableSet_Ici, hs, integral_Ici_eq_integral_Ioi]
    exact ht.2

end

end ShellSolutePCM
```

Messages:

```
Main.lean:50:7: error(lean.unknownIdentifier): Unknown constant `integrableOn_Ici_iff_integrableOn_Ioi.mpr`
```

The change, after which it compiles:

```diff
@@ -47,6 +47,5 @@
     have ht := coulomb_tail (hb.trans h) c
     rw [e, max_eq_left h.le]
-    refine ⟨((integrable_indicator_iff measurableSet_Ici).mpr
-      (integrableOn_Ici_iff_integrableOn_Ioi.mpr ht.1)).integrableOn, ?_⟩
+    refine ⟨Integrable.indicator (coulomb_tail hb c).1 measurableSet_Ici, ?_⟩
     rw [setIntegral_indicator measurableSet_Ici, hs, integral_Ici_eq_integral_Ioi]
     exact ht.2
```

What went wrong. The lemma `integrableOn_Ici_iff_integrableOn_Ioi` does exist in Mathlib; what fails is the `.mpr` attached to it. In this version the lemma takes an explicit argument before its "if and only if", so the bare name stands for a function, and `.mpr` can't be read as one direction of an equivalence. Lean then reports the lemma's name with `.mpr` added as an unknown constant. If the lemma itself were missing, the message would say "Unknown identifier".

The step was needed in the case ρ > b because `integrable_indicator_iff` asks for c/r² to be integrable on the closed half-line `Ici ρ`, while `ht.1` gives this only on the open half-line `Ioi ρ`.

The repair does without that step. `(coulomb_tail hb c).1` says that c/r² is integrable on `Ioi b`, which is the range in the goal. `Integrable.indicator`, with `measurableSet_Ici`, says that the function stays integrable when it is set to zero outside `Ici ρ`. That is the integrability claim itself, so the lemma is no longer used. The computation of the integral is unchanged and still uses `ht.2`.
